# A cut Coulomb kernel gives the isolated energy of point charges in a cubic cell when \(d<R\le L-d\)

A molecule placed in a periodic cell interacts with its own copies. Its energy then depends on the cell, and for a net charge the lattice sum of \(1/r\) diverges. Cutting the kernel at a radius \(R\) can remove this interaction, but a badly chosen \(R\) keeps some of the copies or loses part of the molecule's own energy. If all separations are at most \(d\) and the cell edge is \(L\), any \(R\) with \(d<R\le L-d\) avoids both errors. For simulations of molecules in periodic cells this gives the size rule \(L>2d\), within a model of finitely many classical point charges.

## Distinct charges on a cubic lattice

Let charges \(q_i\) sit at positions \(x_i\), and let \(v_R(r)=1/r\) for \(r<R\) and \(0\) otherwise. In Gaussian units,

\[
E_{\rm iso}=\tfrac12\sum_{i\ne j}\frac{q_iq_j}{|x_i-x_j|},\qquad
E(n)=\tfrac12\sum_{i,j}q_iq_j\,v_R(|x_i-x_j-Ln|),
\]

where \(n\in\mathbb Z^3\) labels a translation and the terms \(i=j\) are left out of \(E(0)\) only. A charge therefore does interact with its own copies if the cutoff reaches them. These energies are `isolatedEnergy` and `imageEnergy`.

```lean
import Mathlib

open Finset

namespace TruncatedCoulombCell

noncomputable section

/-- Three-dimensional Euclidean space. -/
abbrev Space := EuclideanSpace ℝ (Fin 3)

/-- The translation vector `L n` of the simple cubic lattice with cell edge `L`. -/
def latticeVector (L : ℝ) (n : Fin 3 → ℤ) : Space :=
  WithLp.toLp 2 (fun k => L * (n k : ℝ))

/-- The Coulomb kernel `1/r` cut to `r < R`, for separations `r > 0`. -/
def cutCoulomb (R r : ℝ) : ℝ := if r < R then 1 / r else 0

variable {ι : Type*} [Fintype ι] [DecidableEq ι]

/-- The Coulomb energy (Gaussian units) of isolated point charges `q` at distinct positions `x`. -/
def isolatedEnergy (q : ι → ℝ) (x : ι ↪ Space) : ℝ :=
  1 / 2 * ∑ i, ∑ j, if i = j then 0 else q i * q j / ‖x i - x j‖

/-- The energy per cell of the charges with their copies translated by `L n`, under the cut
kernel; for `n = 0` the interaction of a charge with itself is left out. -/
def imageEnergy (L R : ℝ) (q : ι → ℝ) (x : ι ↪ Space) (n : Fin 3 → ℤ) : ℝ :=
  1 / 2 * ∑ i, ∑ j, if i = j ∧ n = 0 then 0 else
    q i * q j * cutCoulomb R ‖x i - x j - latticeVector L n‖

omit [Fintype ι] [DecidableEq ι] in
/-- The zero translation does not move the charges. -/
lemma latticeVector_zero (L : ℝ) : latticeVector L 0 = 0 := by
  ext k
  simp [latticeVector]
```

The embedding `x : ι ↪ Space` says that no two charges coincide. Without it the physical energy would be infinite, while Lean's division by zero would silently drop the pair. The proofs use distinctness only for the strict inequality in the last theorem. The positions need not lie inside a chosen cell, since only their differences enter.

The hypothesis \(L>0\) makes \(L\) a genuine edge length. In the exactness theorem it is a convenience: if there is at least one charge, then \(d\ge0\), and the two inequalities already give \(L\ge R+d>0\).

## All separations at most \(d\)

The number \(d\) bounds the diameter of the charge distribution. Every finite set has such a bound; without one, nothing limits how closely an image can approach. For \(n\ne0\) some component satisfies \(|n_k|\ge1\), so \(|Ln|\ge L|n_k|\ge L\). With \(a=x_i-x_j\), the triangle inequality gives

\[
|a-Ln|\ge|Ln|-|a|\ge L-d .
\]

The proof follows these steps: `hcoord` compares a vector with one component, and `htri` is the triangle inequality.

```lean
/-- Two points separated by at most `d` are at least `L - d` apart once one of them is moved by a
nonzero lattice vector. -/
theorem image_separation {L d : ℝ} (hL : 0 < L) {a : Space} (ha : ‖a‖ ≤ d)
    {n : Fin 3 → ℤ} (hn : n ≠ 0) : L - d ≤ ‖a - latticeVector L n‖ := by
  -- some coordinate of the lattice vector is at least `L` in size
  obtain ⟨k, hk⟩ := Function.ne_iff.mp hn
  have hk1 : (1 : ℝ) ≤ |(n k : ℝ)| := by
    exact_mod_cast Int.one_le_abs hk
  have hcoord : |L * (n k : ℝ)| ≤ ‖latticeVector L n‖ :=
    PiLp.norm_apply_le (latticeVector L n) k
  rw [abs_mul, abs_of_pos hL] at hcoord
  have hlen : L ≤ ‖latticeVector L n‖ := by nlinarith
  -- triangle inequality
  have htri := norm_sub_norm_le (latticeVector L n) a
  rw [norm_sub_rev] at htri
  linarith
```

## The cutoff exceeds the diameter: \(d<R\)

This condition keeps every pair of the molecule. Each home-cell separation is below \(R\), so \(v_R\) equals \(1/r\) there and \(E(0)=E_{\rm iso}\). Lean compares the double sums term by term. Without the condition, a pair may be lost.

```lean
/-- If all separations are below the cutoff, the home cell contributes the isolated energy. -/
theorem imageEnergy_zero (L : ℝ) {R : ℝ} (q : ι → ℝ) (x : ι ↪ Space)
    (hR : ∀ i j, ‖x i - x j‖ < R) : imageEnergy L R q x 0 = isolatedEnergy q x := by
  unfold imageEnergy isolatedEnergy
  congr 1
  refine sum_congr rfl fun i _ => sum_congr rfl fun j _ => ?_
  by_cases hij : i = j
  · simp [hij]
  · have hc : ¬(i = j ∧ (0 : Fin 3 → ℤ) = 0) := fun h => hij h.1
    rw [if_neg hc, if_neg hij, latticeVector_zero, sub_zero, cutCoulomb, if_pos (hR i j)]
    ring
```

## The cutoff stops short of the images: \(R\le L-d\)

Every image separation is now at least \(L-d\ge R\), so \(v_R\) vanishes and \(E(n)=0\) for all \(n\ne0\). Equality is allowed because the cut keeps only \(r<R\).

```lean
/-- If all separations are at most `d` and `R ≤ L - d`, the energy of the charges with each nonzero
lattice translate is zero. -/
theorem imageEnergy_eq_zero {L R d : ℝ} (hL : 0 < L) (q : ι → ℝ) (x : ι ↪ Space)
    (hd : ∀ i j, ‖x i - x j‖ ≤ d) (hRL : R ≤ L - d) {n : Fin 3 → ℤ} (hn : n ≠ 0) :
    imageEnergy L R q x n = 0 := by
  unfold imageEnergy
  rw [sum_eq_zero, mul_zero]
  refine fun i _ => sum_eq_zero fun j _ => ?_
  have hc : ¬(i = j ∧ n = 0) := fun h => hn h.2
  have hfar := hRL.trans (image_separation hL (hd i j) hn)
  rw [if_neg hc, cutCoulomb, if_neg (not_lt.mpr hfar), mul_zero]
```

With both inequalities, only one term of the lattice sum can be nonzero:

\[
\sum_n E(n)=E(0)=E_{\rm iso}.
\]

`HasSum` states convergence together with the value, and `hasSum_single` carries out this last step.

```lean
/-- For point charges of diameter at most `d` with `d < R ≤ L - d`, the lattice sum of the cut
Coulomb interaction converges to exactly the isolated Coulomb energy. -/
theorem hasSum_imageEnergy {L R d : ℝ} (hL : 0 < L) (q : ι → ℝ) (x : ι ↪ Space)
    (hd : ∀ i j, ‖x i - x j‖ ≤ d) (hdR : d < R) (hRL : R ≤ L - d) :
    HasSum (imageEnergy L R q x) (isolatedEnergy q x) := by
  have h0 := imageEnergy_zero L q x (fun i j => (hd i j).trans_lt hdR)
  rw [← h0]
  exact hasSum_single 0 (fun n hn => imageEnergy_eq_zero hL q x hd hRL hn)
```

A suitable \(R\) exists exactly when \(L>2d\), and \(R=L/2\) then always works.

```lean
/-- With the cutoff at half the cell edge, the lattice sum is the isolated energy for every set
of charges of diameter less than half the cell edge. -/
theorem tsum_half_cell {L d : ℝ} (hL : 0 < L) (q : ι → ℝ) (x : ι ↪ Space)
    (hd : ∀ i j, ‖x i - x j‖ ≤ d) (hdL : d < L / 2) :
    ∑' n, imageEnergy L (L / 2) q x n = isolatedEnergy q x :=
  (hasSum_imageEnergy hL q x hd hdL (by linarith)).tsum_eq
```

For a single charge one may take \(d=0\). Both energies vanish for \(0<R\le L\), even at \(R=L\), where the nearest copies lie exactly on the cutoff sphere.

Had the kernel been kept for \(r\le R\), the same argument would require \(d\le R<L-d\), and the half-cell choice would survive.

## When the cutoff reaches an image

Suppose all charges are positive, the home cell keeps all its pairs, and \(x_i-x_j=(d,0,0)\), where \(d<L\) is now a signed displacement. One image lies at distance \(L-d\). If \(R>L-d\), it adds a positive energy, no other term is negative, and any limit \(S\) of the lattice sum exceeds \(E_{\rm iso}\). The proof bounds \(S\) below by the home cell plus this image. The hypotheses allow another image to fall exactly on a charge; Lean then counts that infinite repulsion as zero, and the lower bound still holds.

```lean
/-- For positive charges, two of which differ by a signed displacement `d < L` along a cell axis
(`d = 0` for a charge and itself), a cutoff `R > L - d` that keeps all pairs of the home cell
makes the lattice sum too large. -/
theorem isolatedEnergy_lt_of_small_cell {L R d S : ℝ} (q : ι → ℝ) (x : ι ↪ Space)
    (hq : ∀ i, 0 < q i) (hR : ∀ i j, ‖x i - x j‖ < R) {i j : ι}
    (hij : x i - x j = !₂[d, 0, 0]) (hdL : d < L) (hRL : L - d < R)
    (hS : HasSum (imageEnergy L R q x) S) : isolatedEnergy q x < S := by
  have hterm : ∀ (n : Fin 3 → ℤ) (a b : ι), 0 ≤ (if a = b ∧ n = 0 then 0 else
      q a * q b * cutCoulomb R ‖x a - x b - latticeVector L n‖) := by
    intro n a b
    have ha := hq a
    have hb := hq b
    unfold cutCoulomb
    split_ifs <;> positivity
  have hnonneg : ∀ n, 0 ≤ imageEnergy L R q x n := fun n =>
    mul_nonneg (by norm_num) (sum_nonneg fun a _ => sum_nonneg fun b _ => hterm n a b)
  -- the neighbouring image along the axis is at distance `L - d`
  let e : Fin 3 → ℤ := ![1, 0, 0]
  have he : e ≠ 0 := fun h => by simpa [e] using congrFun h 0
  have hvec : x i - x j - latticeVector L e = !₂[d - L, 0, 0] := by
    rw [hij]
    ext k
    fin_cases k <;> simp [latticeVector, e]
  have hdist : ‖x i - x j - latticeVector L e‖ = L - d := by
    rw [hvec, EuclideanSpace.norm_eq, Fin.sum_univ_three]
    simp [Real.sqrt_sq_eq_abs, abs_of_neg (sub_neg.mpr hdL)]
    exact hdL.le
  have hpair : 0 < (if i = j ∧ e = 0 then 0 else
      q i * q j * cutCoulomb R ‖x i - x j - latticeVector L e‖) := by
    have hc : ¬(i = j ∧ e = 0) := fun h => he h.2
    rw [if_neg hc, hdist, cutCoulomb, if_pos hRL]
    exact mul_pos (mul_pos (hq i) (hq j)) (one_div_pos.mpr (sub_pos.mpr hdL))
  have hpos : 0 < imageEnergy L R q x e :=
    mul_pos (by norm_num) (sum_pos' (fun a _ => sum_nonneg fun b _ => hterm e a b)
      ⟨i, mem_univ i, sum_pos' (fun b _ => hterm e i b) ⟨j, mem_univ j, hpair⟩⟩)
  -- the home cell and this image already exceed the isolated energy
  have hle := sum_le_hasSum {0, e} (fun n _ => hnonneg n) hS
  rw [sum_pair he.symm, imageEnergy_zero L q x hR] at hle
  linarith
```

The axis direction matters: for the same separation \(0<d<L/2\), a pair along a cell diagonal has a more distant nearest image and tolerates a larger \(R\). With mixed signs, errors can cancel.

## When the cutoff misses a pair

Let \(d\) again be a bound on all separations. Suppose that all charges are positive and \(R\le L-d\), but some pair has separation at least \(R\). The lattice sum is still \(E(0)\), which now lacks that pair's positive energy, so \(S<E_{\rm iso}\). Lean shows that no term exceeds its isolated value and that the missing pair's term is strictly smaller.

```lean
/-- For positive charges with all separations at most `d` and `R ≤ L - d`, a pair whose separation
is at least `R` makes the lattice sum too small. -/
theorem lt_isolatedEnergy_of_short_cutoff {L R d S : ℝ} (hL : 0 < L) (q : ι → ℝ)
    (x : ι ↪ Space) (hq : ∀ i, 0 < q i) (hd : ∀ i j, ‖x i - x j‖ ≤ d) (hRL : R ≤ L - d)
    {i j : ι} (hij : i ≠ j) (hfar : R ≤ ‖x i - x j‖)
    (hS : HasSum (imageEnergy L R q x) S) : S < isolatedEnergy q x := by
  have h0 : HasSum (imageEnergy L R q x) (imageEnergy L R q x 0) :=
    hasSum_single 0 (fun n hn => imageEnergy_eq_zero hL q x hd hRL hn)
  rw [hS.unique h0]
  -- cutting the kernel raises no pair term and strictly lowers the term of the far pair
  have hterm : ∀ a b : ι, (if a = b ∧ (0 : Fin 3 → ℤ) = 0 then 0 else
      q a * q b * cutCoulomb R ‖x a - x b - latticeVector L 0‖) ≤
      (if a = b then 0 else q a * q b / ‖x a - x b‖) := by
    intro a b
    by_cases hab : a = b
    · simp [hab]
    · have hc : ¬(a = b ∧ (0 : Fin 3 → ℤ) = 0) := fun h => hab h.1
      rw [if_neg hc, if_neg hab, latticeVector_zero, sub_zero]
      unfold cutCoulomb
      split_ifs
      · exact le_of_eq (by ring)
      · rw [mul_zero]
        exact div_nonneg (mul_pos (hq a) (hq b)).le (norm_nonneg _)
  have hstrict : (if i = j ∧ (0 : Fin 3 → ℤ) = 0 then 0 else
      q i * q j * cutCoulomb R ‖x i - x j - latticeVector L 0‖) <
      (if i = j then 0 else q i * q j / ‖x i - x j‖) := by
    have hc : ¬(i = j ∧ (0 : Fin 3 → ℤ) = 0) := fun h => hij h.1
    rw [if_neg hc, if_neg hij, latticeVector_zero, sub_zero, cutCoulomb,
      if_neg (not_lt.mpr hfar), mul_zero]
    exact div_pos (mul_pos (hq i) (hq j))
      (norm_pos_iff.mpr (sub_ne_zero.mpr (x.injective.ne hij)))
  unfold imageEnergy isolatedEnergy
  refine mul_lt_mul_of_pos_left ?_ (by norm_num)
  exact sum_lt_sum (fun a _ => sum_le_sum fun b _ => hterm a b)
    ⟨i, mem_univ i, sum_lt_sum (fun b _ => hterm i b) ⟨j, mem_univ j, hstrict⟩⟩

end

end TruncatedCoulombCell
```

```lean
#print axioms TruncatedCoulombCell.tsum_half_cell
#print axioms TruncatedCoulombCell.isolatedEnergy_lt_of_small_cell
#print axioms TruncatedCoulombCell.lt_isolatedEnergy_of_short_cutoff
```

```
'TruncatedCoulombCell.tsum_half_cell' depends on axioms: [propext, Classical.choice, Quot.sound]
'TruncatedCoulombCell.isolatedEnergy_lt_of_small_cell' depends on axioms: [propext, Classical.choice, Quot.sound]
'TruncatedCoulombCell.lt_isolatedEnergy_of_short_cutoff' depends on axioms: [propext, Classical.choice, Quot.sound]
```
